# Coherences built on a stationary state are not damped when the ladder operator commutes with all jump operators and their adjoints

Take a single Hubbard site and let $A$ be the operator that creates an electron pair on it. In the closed system $[H,A]=wA$, so a coherence between the empty and the doubly occupied state turns with the phase $e^{-iwt}$ and keeps its size. Carry this prediction over to a site whose environment records the electron number, and it fails: with the number operator as jump operator and a coupling rate of one, the same coherence shrinks as $e^{-2t}$. The ladder relation with $H$ does not settle what happens under dissipation.

A sufficient extra condition is that $A$ commutes with every jump operator and its adjoint. If $R$ is stationary, the generator $G$ of the master equation then obeys

$$G(A^kR)=-ikw\,A^kR,\qquad k=0,1,2,\dots$$

For a finite-dimensional model with constant jump operators, this gives exact oscillating solutions against which a master-equation simulation can be compared.

## The generator as a matrix expression

States and operators are complex square matrices over a finite index set `n`, and the jump operators $L_j$ are labelled by a finite set `ι`. Units have $\hbar=1$, and coupling rates are absorbed into the $L_j$.

In Lean 4 with Mathlib:

```lean
import Mathlib

open Matrix Complex

namespace EtaPairingDissipation

noncomputable section

variable {n ι : Type*} [Fintype n] [DecidableEq n] [Fintype ι]
```

One jump operator $L$ contributes

$$D_L(X)=LXL^\dagger-\tfrac12\left(L^\dagger L X+XL^\dagger L\right).$$

```lean
/-- The dissipator of a single jump operator `L`, acting on a matrix `X`. -/
def dissipator (L X : Matrix n n ℂ) : Matrix n n ℂ :=
  L * X * Lᴴ - (1 / 2 : ℂ) • (Lᴴ * L * X + X * (Lᴴ * L))
```

The superscript `ᴴ` is the conjugate transpose, written $\dagger$ here. Adding the coherent part gives

$$G(X)=-i[H,X]+\sum_j D_{L_j}(X).$$

```lean
/-- The Lindblad generator with Hamiltonian `H` and jump operators `L j`. -/
def lindblad (H : Matrix n n ℂ) (L : ι → Matrix n n ℂ) (X : Matrix n n ℂ) :
    Matrix n n ℂ :=
  (-I) • (H * X - X * H) + ∑ j, dissipator (L j) X
```

The definition accepts any matrix $X$, not only density matrices. This is needed because $A^kR$ is in general neither Hermitian nor of unit trace; it describes a coherence that can be part of a density matrix.

`lindblad` could also have been defined as a linear map on the space of matrices. Linearity would then be part of the definition, and the result could be phrased with Mathlib's notion of an eigenvector, at the price of an added hypothesis that $A^kR\neq0$. The equations below hold without that hypothesis, and say nothing of interest when the matrix vanishes.

## Powers of a ladder operator

For Hermitian $H$ and real $w$, the relation $[H,A]=wA$ says that $A$ adds a definite energy $w$ to any energy eigenstate it does not annihilate. Suppose $[H,A^k]=kwA^k$. Since the commutator is a derivation,

$$[H,A^{k+1}]=[H,A^k]A+A^k[H,A]=kwA^{k+1}+wA^{k+1}=(k+1)wA^{k+1}.$$

For $k=0$ both sides vanish, because $A^0=1$.

```lean
/-- If `[H, A] = w A`, then `[H, A ^ k] = k w A ^ k`. -/
theorem ladder_pow {H A : Matrix n n ℂ} {w : ℂ} (h : H * A - A * H = w • A) (k : ℕ) :
    H * A ^ k - A ^ k * H = ((k : ℂ) * w) • A ^ k := by
  induction k with
  | zero => simp
  | succ k ih =>
    -- the commutator is a derivation
    have e : H * A ^ (k + 1) - A ^ (k + 1) * H
        = (H * A ^ k - A ^ k * H) * A + A ^ k * (H * A - A * H) := by
      simp only [pow_succ, sub_mul, mul_sub, mul_assoc]
      abel
    rw [e, ih, h, smul_mul_assoc, mul_smul_comm, ← pow_succ]
    push_cast
    module
```

The induction in `ladder_pow` follows these lines: `e` is the derivation rule, and the rewrite inserts the induction hypothesis and the ladder relation. Here $w$ may be complex and $H$ is arbitrary.

## Moving the ladder operator through the generator

Let $[H,B]=cB$, and let $B$ commute with all $L_j$ and $L_j^\dagger$. Physically, the coupling to the environment does not register the action of $B$. In the dissipator $B$ can be moved to the far left of each term:

$$L_jBXL_j^\dagger=BL_jXL_j^\dagger,\qquad L_j^\dagger L_jBX=BL_j^\dagger L_jX,$$

and in $BXL_j^\dagger L_j$ it already stands there. Hence $D_{L_j}(BX)=B\,D_{L_j}(X)$. The coherent part leaves a remainder,

$$[H,BX]=B[H,X]+[H,B]X=B[H,X]+cBX,$$

and together

$$G(BX)=B\,G(X)-ic\,BX.$$

```lean
/-- A ladder operator `B` that commutes with all jump operators and their adjoints passes
through the generator from the left, up to a term proportional to its frequency `c`. -/
theorem lindblad_mul_left {H B : Matrix n n ℂ} {L : ι → Matrix n n ℂ} {c : ℂ}
    (h : H * B - B * H = c • B) (hL : ∀ j, Commute B (L j))
    (hL' : ∀ j, Commute B (L j)ᴴ) (X : Matrix n n ℂ) :
    lindblad H L (B * X) = B * lindblad H L X - (I * c) • (B * X) := by
  -- the dissipative part does not see `B`
  have hd : ∀ j, dissipator (L j) (B * X) = B * dissipator (L j) X := by
    intro j
    have e1 : L j * (B * X) = B * (L j * X) := (hL j).symm.left_comm X
    have e2 : (L j)ᴴ * L j * (B * X) = B * ((L j)ᴴ * L j * X) :=
      ((hL' j).mul_right (hL j)).symm.left_comm X
    unfold dissipator
    rw [e1, e2, mul_sub, mul_smul_comm, mul_add]
    simp only [mul_assoc]
  -- the coherent part produces the frequency
  have hH : H * (B * X) - B * X * H = B * (H * X - X * H) + c • (B * X) := by
    have e : H * (B * X) - B * X * H
        = B * (H * X - X * H) + (H * B - B * H) * X := by noncomm_ring
    rw [e, h, smul_mul_assoc]
  simp only [lindblad, hd]
  rw [hH, ← Finset.mul_sum, mul_add, mul_smul_comm]
  module
```

In `lindblad_mul_left`, `hd` is the statement about the dissipator and `hH` the one about the commutator. The hypotheses `hL` and `hL'` are the two families of commutation relations; `Commute B (L j)` means $BL_j=L_jB$.

## The adjoint of the generator's output

Multiplication from the right follows from multiplication from the left by taking adjoints. For $H=H^\dagger$,

$$\left(-i[H,X]\right)^\dagger=i[X^\dagger,H]=-i[H,X^\dagger],$$

and $D_L(X)^\dagger=D_L(X^\dagger)$, because the adjoint exchanges the two terms of the anticommutator. So $G(X)^\dagger=G(X^\dagger)$.

```lean
omit [DecidableEq n] in
/-- For a Hermitian Hamiltonian the generator commutes with taking the adjoint. -/
theorem lindblad_conjTranspose {H : Matrix n n ℂ} (hH : H.IsHermitian)
    (L : ι → Matrix n n ℂ) (X : Matrix n n ℂ) :
    (lindblad H L X)ᴴ = lindblad H L Xᴴ := by
  have hs : star (1 / 2 : ℂ) = 1 / 2 := by simp
  have hI : star (-I) = I := by simp
  have hd : ∀ j, (dissipator (L j) X)ᴴ = dissipator (L j) Xᴴ := by
    intro j
    simp only [dissipator, conjTranspose_sub, conjTranspose_smul, conjTranspose_add,
      conjTranspose_mul, conjTranspose_conjTranspose, mul_assoc, hs]
    module
  simp only [lindblad, conjTranspose_add, conjTranspose_smul, conjTranspose_sub,
    conjTranspose_mul, conjTranspose_sum, hH.eq, hd, hI]
  module
```

## Eigenvalues on a stationary state

Now set $B=A^k$, $c=kw$ and $X=R$ with $G(R)=0$:

$$G(A^kR)=A^kG(R)-ikw\,A^kR=-ikw\,A^kR.$$

```lean
/-- Acting with powers of `A` on a stationary matrix `R` gives `G(A^k R) = -i k w A^k R`. -/
theorem lindblad_pow_mul {H A R : Matrix n n ℂ} {L : ι → Matrix n n ℂ} {w : ℂ}
    (h : H * A - A * H = w • A) (hL : ∀ j, Commute A (L j))
    (hL' : ∀ j, Commute A (L j)ᴴ) (hR : lindblad H L R = 0) (k : ℕ) :
    lindblad H L (A ^ k * R) = (-I * k * w) • (A ^ k * R) := by
  rw [lindblad_mul_left (ladder_pow h k) (fun j => (hL j).pow_left k)
    (fun j => (hL' j).pow_left k), hR, mul_zero]
  module
```

`lindblad_pow_mul` assumes the ladder relation $[H,A]=wA$ and that $A$ commutes with all $L_j$ and $L_j^\dagger$, and so do the two theorems that follow. Here $H$ need not be Hermitian and $w$ may be complex. The hypothesis `hR` says that $G(R)=0$, as for a steady state of the open system; a suitable $R$ has to be supplied, and it need not be positive or normalised. For $k=0$ the equation reduces to $G(R)=0$.

For Hermitian $H$ and real $w$, put $Y=A^kR$. The adjoint rule and the left rule give

$$G(YA^{\dagger l})=\left(G(A^lY^\dagger)\right)^\dagger=\left(A^lG(Y^\dagger)-ilw\,A^lY^\dagger\right)^\dagger=G(Y)A^{\dagger l}+ilw\,YA^{\dagger l}.$$

With $G(Y)=-ikwY$ this becomes

$$G(A^kRA^{\dagger l})=-i(k-l)w\,A^kRA^{\dagger l}.$$

```lean
/-- For Hermitian `H` and real `w`, the matrix `A^k R (A†)^l` built on a stationary `R` is
multiplied by `-i (k - l) w` when the generator acts on it. -/
theorem eta_coherence {H A R : Matrix n n ℂ} {L : ι → Matrix n n ℂ} {w : ℝ}
    (hH : H.IsHermitian) (h : H * A - A * H = (w : ℂ) • A)
    (hL : ∀ j, Commute A (L j)) (hL' : ∀ j, Commute A (L j)ᴴ)
    (hR : lindblad H L R = 0) (k l : ℕ) :
    lindblad H L (A ^ k * R * Aᴴ ^ l)
      = (-I * ((k : ℂ) - l) * w) • (A ^ k * R * Aᴴ ^ l) := by
  -- the right multiplication rule is the adjoint of the left one
  have e := congrArg conjTranspose (lindblad_mul_left (ladder_pow h l)
    (fun j => (hL j).pow_left l) (fun j => (hL' j).pow_left l) (A ^ k * R)ᴴ)
  have hs : star (I * ((l : ℂ) * (w : ℂ))) = -(I * ((l : ℂ) * (w : ℂ))) := by
    simp [mul_comm]
  rw [conjTranspose_sub, conjTranspose_smul, hs, lindblad_conjTranspose hH,
    conjTranspose_mul (A ^ l) (lindblad H L (A ^ k * R)ᴴ), lindblad_conjTranspose hH,
    conjTranspose_mul (A ^ l) (A ^ k * R)ᴴ, conjTranspose_conjTranspose,
    conjTranspose_pow, lindblad_pow_mul h hL hL' hR k, smul_mul_assoc] at e
  rw [e]
  module
```

In `eta_coherence` the equation `e` is the left rule with the adjoint applied to both sides, and the rewrite carries out the chain above. The auxiliary fact `hs` is where real $w$ enters: conjugation turns $ilw$ into $-ilw$. If the matrix is not zero, $-i(k-l)w$ is an eigenvalue of $G$; its real part is zero, so the matrix does not decay.

## The phase in time

Write $Y=A^kRA^{\dagger l}$ and $c=-i(k-l)w$. The generator is linear, so

$$\frac{d}{dt}\left(e^{ct}Y_{ab}\right)=c\,e^{ct}Y_{ab}=\left(G(e^{ct}Y)\right)_{ab}.$$

```lean
/-- The matrix `exp(-i (k - l) w t) A^k R (A†)^l` solves the Lindblad master equation,
entry by entry. -/
theorem eta_coherence_evolution {H A R : Matrix n n ℂ} {L : ι → Matrix n n ℂ} {w : ℝ}
    (hH : H.IsHermitian) (h : H * A - A * H = (w : ℂ) • A)
    (hL : ∀ j, Commute A (L j)) (hL' : ∀ j, Commute A (L j)ᴴ)
    (hR : lindblad H L R = 0) (k l : ℕ) (a b : n) (t : ℝ) :
    HasDerivAt
      (fun s : ℝ => (Complex.exp (-I * ((k : ℂ) - l) * w * s) • (A ^ k * R * Aᴴ ^ l)) a b)
      (lindblad H L
        (Complex.exp (-I * ((k : ℂ) - l) * w * t) • (A ^ k * R * Aᴴ ^ l)) a b) t := by
  -- the generator is compatible with scalar multiplication
  have hlin : ∀ (z : ℂ) (Y : Matrix n n ℂ), lindblad H L (z • Y) = z • lindblad H L Y := by
    intro z Y
    have hd : ∀ j, dissipator (L j) (z • Y) = z • dissipator (L j) Y := by
      intro j
      simp only [dissipator, mul_smul_comm, smul_mul_assoc]
      module
    simp only [lindblad, hd, mul_smul_comm, smul_mul_assoc, ← Finset.smul_sum]
    module
  rw [hlin, eta_coherence hH h hL hL' hR k l]
  generalize A ^ k * R * Aᴴ ^ l = Y
  generalize -I * ((k : ℂ) - l) * w = c
  have h0 : HasDerivAt (fun s : ℝ => c * (s : ℂ)) c t := by
    simpa using (hasDerivAt_id t).ofReal_comp.const_mul c
  refine (h0.cexp.mul_const (Y a b)).congr_deriv ?_
  simp only [Matrix.smul_apply, smul_eq_mul]
  ring
```

`HasDerivAt` states that the entry in row `a` and column `b` has the given derivative at time `t`, for every real `t`. Inside the proof, `hlin` supplies the part of linearity that is needed, that scalar factors can be pulled out of the generator, and `h0.cexp` differentiates the exponential. The theorem says that this matrix function solves the master equation; it does not address uniqueness.

## One Hubbard site

The four basis states, numbered 0 to 3, are empty, up, down and doubly occupied. With repulsion $U$ and chemical potential $\mu$,

$$H=Un_\uparrow n_\downarrow-\mu(n_\uparrow+n_\downarrow)=\mathrm{diag}(0,-\mu,-\mu,U-2\mu).$$

```lean
/-- One Hubbard site with repulsion `U` and chemical potential `μ`, in the basis
empty, up, down, doubly occupied. -/
def siteH (U μ : ℝ) : Matrix (Fin 4) (Fin 4) ℂ :=
  diagonal ![0, -(μ : ℂ), -(μ : ℂ), (U : ℂ) - 2 * μ]
```

The pair creator is $A=|3\rangle\langle0|$.

```lean
/-- The pair creator, taking the empty site to the doubly occupied one. -/
def pair : Matrix (Fin 4) (Fin 4) ℂ :=
  !![0, 0, 0, 0; 0, 0, 0, 0; 0, 0, 0, 0; 1, 0, 0, 0]
```

Two jump operators will be compared. The first is the spin imbalance $S=n_\uparrow-n_\downarrow$.

```lean
/-- The spin imbalance, number of up electrons minus number of down electrons. -/
def spinZ : Matrix (Fin 4) (Fin 4) ℂ := diagonal ![0, 1, -1, 0]
```

The second is the electron number $N=n_\uparrow+n_\downarrow$.

```lean
/-- The total electron number on the site. -/
def charge : Matrix (Fin 4) (Fin 4) ℂ := diagonal ![0, 1, 1, 2]
```

As $H$ is diagonal with energies $E_i$, the commutator has entries $(E_i-E_j)A_{ij}$. Only the entry with $i=3$, $j=0$ survives, so $[H,A]=(U-2\mu)A$ and $w=U-2\mu$.

```lean
/-- On one Hubbard site the pair creator raises the energy by `U - 2 μ`. -/
theorem siteH_pair (U μ : ℝ) :
    siteH U μ * pair - pair * siteH U μ = ((U - 2 * μ : ℝ) : ℂ) • pair := by
  ext i j
  simp only [siteH, Matrix.sub_apply, Matrix.smul_apply, diagonal_mul, mul_diagonal]
  fin_cases i <;> fin_cases j <;> simp [pair]
```

The spin imbalance is zero on both the empty and the doubly occupied state. Therefore $SA=AS=0$: an environment that monitors the spin cannot tell the two states apart. The identity is stationary, since $[H,1]=0$ and

$$S\,1\,S-\tfrac12(S^2+S^2)=0.$$

The corresponding normalised state is $\tfrac14\,1$.

```lean
/-- The Hubbard site with spin dephasing, the pair creator and the identity as stationary
matrix meet all hypotheses of `eta_coherence`, and the pair creator is not zero. -/
theorem eta_coherence_witness (U μ : ℝ) :
    (siteH U μ).IsHermitian ∧
    siteH U μ * pair - pair * siteH U μ = ((U - 2 * μ : ℝ) : ℂ) • pair ∧
    Commute pair spinZ ∧ Commute pair spinZᴴ ∧
    lindblad (siteH U μ) (fun _ : Unit => spinZ) 1 = 0 ∧ pair ≠ 0 := by
  have hS : spinZᴴ = spinZ := by
    ext i j
    fin_cases i <;> fin_cases j <;> simp [spinZ]
  have hc : Commute pair spinZ := by
    change pair * spinZ = spinZ * pair
    ext i j
    simp only [spinZ, diagonal_mul, mul_diagonal]
    fin_cases i <;> fin_cases j <;> simp [pair]
  refine ⟨?_, siteH_pair U μ, hc, by rw [hS]; exact hc, ?_, ?_⟩
  · change (siteH U μ)ᴴ = siteH U μ
    ext i j
    fin_cases i <;> fin_cases j <;> simp [siteH]
  · simp only [lindblad, dissipator, hS, mul_one, one_mul, Finset.univ_unique,
      Finset.sum_singleton]
    module
  · intro h0
    have h1 := congrFun (congrFun h0 3) 0
    simp [pair] at h1
```

`eta_coherence_witness` collects these facts for all real $U$ and $\mu$, together with $A\neq0$. Taking $R=1$, $k=1$ and $l=0$ in `eta_coherence` gives $G(A)=-i(U-2\mu)A$. In the limiting case $U=2\mu$ the frequency vanishes and the pair coherence stands still. This coherence links the electron numbers 0 and 2. A density matrix that commutes with $N$ does not contain it, so a simulation restricted to a fixed electron number cannot show it.

A single site has $A^2=0$, so higher powers carry no information here. Eta pairing proper concerns a lattice, where the pair creator is a sum over sites with alternating signs; that operator is not constructed here, and no long-range pair order is derived. The general theorems apply to any finite lattice model for which the ladder relation, the commutation relations and a stationary $R$ are supplied.

## Damping when the environment counts electrons

The electron number does distinguish the two states: $NA=2A$ and $AN=0$. In the dissipator only one term remains,

$$D_N(A)=NAN-\tfrac12(N^2A+AN^2)=-\tfrac12\cdot4A=-2A,$$

and the coherent part contributes $-i(U-2\mu)A$ as before. Hence

$$G(A)=\left(-i(U-2\mu)-2\right)A.$$

```lean
/-- With the electron number as jump operator, the generator multiplies the pair creator
by `-i (U - 2 μ) - 2`. -/
theorem charge_dephasing_pair (U μ : ℝ) :
    lindblad (siteH U μ) (fun _ : Unit => charge) pair
      = (-I * ((U - 2 * μ : ℝ) : ℂ) - 2) • pair := by
  have hN : chargeᴴ = charge := by
    ext i j
    fin_cases i <;> fin_cases j <;> simp [charge]
  have h1 : charge * pair = (2 : ℂ) • pair := by
    ext i j
    simp only [charge, Matrix.smul_apply, diagonal_mul]
    fin_cases i <;> fin_cases j <;> simp [pair]
  have h2 : pair * charge = 0 := by
    ext i j
    simp only [charge, mul_diagonal]
    fin_cases i <;> fin_cases j <;> simp [pair]
  -- only the anticommutator term survives
  have hd : dissipator charge pair = (-2 : ℂ) • pair := by
    rw [dissipator, hN, mul_assoc charge pair charge, h2, mul_assoc charge charge pair, h1,
      mul_smul_comm, h1, ← mul_assoc pair charge charge, h2, mul_zero, zero_mul]
    module
  simp only [lindblad, hd, siteH_pair, Finset.univ_unique, Finset.sum_singleton]
  module

end

end EtaPairingDissipation
```

In `charge_dephasing_pair`, `h1` and `h2` are the two products $NA$ and $AN$, and `hd` is the dissipator. The real part $-2$ means decay at the rate $2$, which the closed-system prediction misses. With the jump operator $\sqrt{\gamma}\,N$ the rate would be $2\gamma$.

```lean
#print axioms EtaPairingDissipation.lindblad_mul_left
-- 'EtaPairingDissipation.lindblad_mul_left' depends on axioms: [propext, Classical.choice, Quot.sound]
#print axioms EtaPairingDissipation.eta_coherence_evolution
-- 'EtaPairingDissipation.eta_coherence_evolution' depends on axioms: [propext, Classical.choice, Quot.sound]
#print axioms EtaPairingDissipation.charge_dephasing_pair
-- 'EtaPairingDissipation.charge_dephasing_pair' depends on axioms: [propext, Classical.choice, Quot.sound]
```
